# Dropping the cavity cross terms of a non-interacting four-site ring with hopping t ≠ 0 and zero site energies creates a bath pole at zero energy with residue t²

Four sites, numbered 0 to 3, form a ring. A particle hops between neighbours with real amplitude t, and all site energies are zero. Remove site 0, and call what remains the cavity, with Hamiltonian H_c and propagator G(z) = (z − H_c)⁻¹ at complex energy z. If Vᵢ is the hopping amplitude between site 0 and cavity site i, the hybridization of site 0 is

Δ(z) = Σᵢⱼ conj(Vᵢ) Gᵢⱼ(z) Vⱼ.

The truncated version keeps only the terms with i = j:

Δ_diag(z) = Σᵢ conj(Vᵢ) Gᵢᵢ(z) Vᵢ.

On a tree with nearest-neighbour hopping the two agree, because removing a site disconnects its neighbours from each other. On the ring the neighbours of site 0 stay connected through the opposite site. The question is what the truncation then does to the bath.

## The ring, the cavity and the two hybridizations

```lean
import Mathlib

open Filter Topology

namespace FourSiteRingCavity

noncomputable section

/-- Hamiltonian of the four-site ring with hopping `t` and zero site energies. -/
def ringH (t : ℝ) : Matrix (Fin 4) (Fin 4) ℂ :=
  !![0, (t : ℂ), 0, (t : ℂ); (t : ℂ), 0, (t : ℂ), 0;
     0, (t : ℂ), 0, (t : ℂ); (t : ℂ), 0, (t : ℂ), 0]
```

`Fin 4` is the index set {0, 1, 2, 3}, and `!![...]` lists a matrix row by row, with semicolons between rows. The notation `(t : ℂ)` regards the real number t as a complex one. The hopping enters as +t, where many texts write −t; both hybridizations depend only on t².

```lean
/-- Cavity Hamiltonian: the ring with site 0 removed. -/
def cavityH (t : ℝ) : Matrix (Fin 3) (Fin 3) ℂ :=
  (ringH t).submatrix Fin.succ Fin.succ
```

`Fin.succ` sends i to i + 1, so `submatrix` keeps rows and columns 1, 2, 3 of the ring matrix. The cavity sites are then renumbered: cavity sites 0, 1, 2 are ring sites 1, 2, 3. From here on, indices of G and V are cavity indices.

```lean
/-- Hopping amplitudes between the removed site and the cavity sites. -/
def coupling (t : ℝ) : Fin 3 → ℂ := fun i => ringH t i.succ 0
```

This is the vector V, read off from column 0 of the ring matrix.

```lean
/-- Cavity propagator `(z - H)⁻¹`, for `z` not an eigenvalue of the cavity Hamiltonian. -/
def cavityG (t : ℝ) (z : ℂ) : Matrix (Fin 3) (Fin 3) ℂ :=
  (z • (1 : Matrix (Fin 3) (Fin 3) ℂ) - cavityH t)⁻¹
```

The symbol `•` multiplies a matrix by a number, so this is (z − H_c)⁻¹. Lean assigns the zero matrix as the inverse of a singular matrix, and statements about the values of G therefore need conditions on z.

```lean
/-- Exact hybridization of site 0: all pairs of cavity sites contribute
(`z` not an eigenvalue of the cavity Hamiltonian). -/
def hyb (t : ℝ) (z : ℂ) : ℂ :=
  ∑ i, ∑ j, star (coupling t i) * cavityG t z i j * coupling t j
```

This is Δ(z), called `hyb`. The function `star` is complex conjugation.

```lean
/-- Truncated hybridization: only site-diagonal cavity propagators are kept
(`z` not an eigenvalue of the cavity Hamiltonian). -/
def diagHyb (t : ℝ) (z : ℂ) : ℂ :=
  ∑ i, star (coupling t i) * cavityG t z i i * coupling t i
```

This is Δ_diag(z), with a single sum. Neither definition contains a closed form in z.

## The cavity is an open chain

```lean
/-- The cavity is an open three-site chain with hopping `t`, and site 0 couples to its
two ends. -/
theorem cavity_is_chain (t : ℝ) :
    cavityH t = !![0, (t : ℂ), 0; (t : ℂ), 0, (t : ℂ); 0, (t : ℂ), 0] ∧
      coupling t = ![(t : ℂ), 0, (t : ℂ)] := by
  constructor
  · ext i j
    fin_cases i <;> fin_cases j <;> rfl
  · ext i
    fin_cases i <;> rfl
```

The sign `∧` means "and". The theorem says that the cavity is a three-site chain and that V = (t, 0, t): site 0 touches only the two ends. The proof compares the entries one at a time; `fin_cases` lists the index values, and `rfl` confirms that both sides agree by definition.

## Inverting the cavity matrix

```lean
/-- For `z ≠ 0` and `z² ≠ 2t²` the cavity resolvent exists and has the stated entries; its
off-diagonal corner entries are the cross propagators between the two ends. -/
theorem cavityG_eq (t : ℝ) (z : ℂ) (hz : z ≠ 0) (hp : z ^ 2 ≠ 2 * (t : ℂ) ^ 2) :
    (z • (1 : Matrix (Fin 3) (Fin 3) ℂ) - cavityH t) * cavityG t z = 1 ∧
    cavityG t z = (z * (z ^ 2 - 2 * (t : ℂ) ^ 2))⁻¹ •
      !![z ^ 2 - (t : ℂ) ^ 2, t * z, (t : ℂ) ^ 2;
         t * z, z ^ 2, t * z;
         (t : ℂ) ^ 2, t * z, z ^ 2 - (t : ℂ) ^ 2] := by
  have hD : z * (z ^ 2 - 2 * (t : ℂ) ^ 2) ≠ 0 := mul_ne_zero hz (sub_ne_zero.mpr hp)
  have hA : z • (1 : Matrix (Fin 3) (Fin 3) ℂ) - cavityH t =
      !![z, -(t : ℂ), 0; -(t : ℂ), z, -(t : ℂ); 0, -(t : ℂ), z] := by
    rw [(cavity_is_chain t).1]
    ext i j
    fin_cases i <;> fin_cases j <;> simp
  -- the matrix times its adjugate is the determinant times the identity
  have hM : (z • (1 : Matrix (Fin 3) (Fin 3) ℂ) - cavityH t) *
      !![z ^ 2 - (t : ℂ) ^ 2, t * z, (t : ℂ) ^ 2;
         t * z, z ^ 2, t * z;
         (t : ℂ) ^ 2, t * z, z ^ 2 - (t : ℂ) ^ 2] =
      (z * (z ^ 2 - 2 * (t : ℂ) ^ 2)) • (1 : Matrix (Fin 3) (Fin 3) ℂ) := by
    rw [hA]
    ext i j
    fin_cases i <;> fin_cases j <;>
      simp [Matrix.mul_apply, Fin.sum_univ_three,
        -mul_eq_mul_left_iff, -mul_eq_mul_right_iff, -mul_eq_zero] <;> ring
  have h := congrArg (fun X => (z * (z ^ 2 - 2 * (t : ℂ) ^ 2))⁻¹ • X) hM
  simp only [smul_smul, inv_mul_cancel₀ hD, one_smul] at h
  rw [← Matrix.mul_smul] at h
  have e := Matrix.inv_eq_right_inv h
  exact ⟨by rw [cavityG, e]; exact h, e⟩
```

The hypotheses `hz` and `hp` say that z ≠ 0 and z² ≠ 2t². Together they keep z away from the cavity eigenvalues 0 and ±√2 t. The conclusion has two parts: G really is an inverse of z − H_c, and its entries are those listed.

By hand, column 0 of G is the solution x of

z x₀ − t x₁ = 1
−t x₀ + z x₁ − t x₂ = 0
−t x₁ + z x₂ = 0.

The outer equations give x₀ = (1 + t x₁)/z and x₂ = t x₁/z. Inserting them into the middle one gives z² x₁ = t + 2t² x₁, hence

x₁ = t/(z² − 2t²)
x₀ = G₀₀ = (z² − t²)/(z(z² − 2t²))
x₂ = G₂₀ = t²/(z(z² − 2t²)).

Reflecting the chain gives G₂₂ = G₀₀ and G₀₂ = G₂₀. For the middle column the source sits on site 1, so x₀ = x₂ = t x₁/z, and the middle equation gives x₁ = z/(z² − 2t²) and x₀ = x₂ = t/(z² − 2t²).

Lean verifies the answer instead of solving for it. The step `hM` multiplies z − H_c by the proposed numerator matrix and finds z(z² − 2t²) times the identity. Dividing by that nonzero number produces a matrix B with (z − H_c)B = 1.

The device that finishes the argument is `Matrix.inv_eq_right_inv`: for square matrices A and B, if A B = 1, then A⁻¹ = B. A right inverse of a square matrix is automatically a left inverse too, so one multiplication certifies the whole propagator. It does not matter how B was found, and the determinant need not be computed separately. The same lemma handles the 4×4 ring below.

## Which paths the truncation loses

```lean
/-- The exact hybridization is `t²` times the sum of the two end-site propagators and the two
cross propagators; the truncated one lacks the cross propagators. -/
theorem hyb_paths (t : ℝ) (z : ℂ) :
    hyb t z = (t : ℂ) ^ 2 * (cavityG t z 0 0 + cavityG t z 2 2
      + (cavityG t z 0 2 + cavityG t z 2 0)) ∧
    diagHyb t z = (t : ℂ) ^ 2 * (cavityG t z 0 0 + cavityG t z 2 2) := by
  constructor
  · rw [hyb, (cavity_is_chain t).2]
    simp only [Fin.sum_univ_three, Matrix.cons_val, Complex.star_def,
      Complex.conj_ofReal, map_zero]
    ring
  · rw [diagHyb, (cavity_is_chain t).2]
    simp only [Fin.sum_univ_three, Matrix.cons_val, Complex.star_def,
      Complex.conj_ofReal]
    ring
```

Since V = (t, 0, t), the double sum has four surviving terms:

Δ = t²(G₀₀ + G₂₂ + G₀₂ + G₂₀)
Δ_diag = t²(G₀₀ + G₂₂).

The missing terms describe a particle that enters the cavity at one end and leaves at the other. In the proof, `simp only` writes out the sums and removes the conjugation of the real t, and `ring` collects terms.

## The closed forms

```lean
/-- For `z ≠ 0` and `z² ≠ 2t²` the cavity resolvent exists, and the exact and the truncated
hybridization have the stated closed forms. -/
theorem hybridization_closed_forms (t : ℝ) (z : ℂ) (hz : z ≠ 0)
    (hp : z ^ 2 ≠ 2 * (t : ℂ) ^ 2) :
    (z • (1 : Matrix (Fin 3) (Fin 3) ℂ) - cavityH t) * cavityG t z = 1 ∧
    hyb t z = 2 * (t : ℂ) ^ 2 * z / (z ^ 2 - 2 * (t : ℂ) ^ 2) ∧
    diagHyb t z =
      2 * (t : ℂ) ^ 2 * (z ^ 2 - (t : ℂ) ^ 2) / (z * (z ^ 2 - 2 * (t : ℂ) ^ 2)) := by
  have hq : z ^ 2 - 2 * (t : ℂ) ^ 2 ≠ 0 := sub_ne_zero.mpr hp
  obtain ⟨h1, e⟩ := cavityG_eq t z hz hp
  have e00 : cavityG t z 0 0 =
      (z * (z ^ 2 - 2 * (t : ℂ) ^ 2))⁻¹ * (z ^ 2 - (t : ℂ) ^ 2) := by rw [e]; rfl
  have e22 : cavityG t z 2 2 =
      (z * (z ^ 2 - 2 * (t : ℂ) ^ 2))⁻¹ * (z ^ 2 - (t : ℂ) ^ 2) := by rw [e]; rfl
  have e02 : cavityG t z 0 2 =
      (z * (z ^ 2 - 2 * (t : ℂ) ^ 2))⁻¹ * (t : ℂ) ^ 2 := by rw [e]; rfl
  have e20 : cavityG t z 2 0 =
      (z * (z ^ 2 - 2 * (t : ℂ) ^ 2))⁻¹ * (t : ℂ) ^ 2 := by rw [e]; rfl
  refine ⟨h1, ?_, ?_⟩
  · rw [(hyb_paths t z).1, e00, e22, e02, e20]
    field_simp
    ring
  · rw [(hyb_paths t z).2, e00, e22]
    field_simp
    ring
```

Insert the entries of G. In the full sum the numerators add up to 2(z² − t²) + 2t² = 2z², and one factor of z cancels:

Δ(z) = 2t² z²/(z(z² − 2t²)) = 2t² z/(z² − 2t²).

Without the cross terms nothing cancels:

Δ_diag(z) = 2t²(z² − t²)/(z(z² − 2t²)).

The four auxiliary facts `e00` to `e20` read the entries from the previous theorem. Then `field_simp` clears the denominators, and `ring` checks the polynomial identity that is left.

## The full sum gives the ring's local propagator

```lean
/-- Away from the poles of cavity and ring, the local propagator of the full ring at site 0 is the
inverse of the difference `z - hyb t z`. -/
theorem ring_local_propagator (t : ℝ) (z : ℂ) (hz : z ≠ 0)
    (hp : z ^ 2 ≠ 2 * (t : ℂ) ^ 2) (hr : z ^ 2 ≠ 4 * (t : ℂ) ^ 2) :
    (z • (1 : Matrix (Fin 4) (Fin 4) ℂ) - ringH t)⁻¹ 0 0 * (z - hyb t z) = 1 := by
  have hq : z ^ 2 - 2 * (t : ℂ) ^ 2 ≠ 0 := sub_ne_zero.mpr hp
  have hs : z ^ 2 - 4 * (t : ℂ) ^ 2 ≠ 0 := sub_ne_zero.mpr hr
  have hA : z • (1 : Matrix (Fin 4) (Fin 4) ℂ) - ringH t =
      !![z, -(t : ℂ), 0, -(t : ℂ); -(t : ℂ), z, -(t : ℂ), 0;
         0, -(t : ℂ), z, -(t : ℂ); -(t : ℂ), 0, -(t : ℂ), z] := by
    ext i j
    fin_cases i <;> fin_cases j <;> simp [ringH]
  -- the ring resolvent up to its common denominator
  have hM : (z • (1 : Matrix (Fin 4) (Fin 4) ℂ) - ringH t) *
      !![z ^ 2 - 2 * (t : ℂ) ^ 2, t * z, 2 * (t : ℂ) ^ 2, t * z;
         t * z, z ^ 2 - 2 * (t : ℂ) ^ 2, t * z, 2 * (t : ℂ) ^ 2;
         2 * (t : ℂ) ^ 2, t * z, z ^ 2 - 2 * (t : ℂ) ^ 2, t * z;
         t * z, 2 * (t : ℂ) ^ 2, t * z, z ^ 2 - 2 * (t : ℂ) ^ 2] =
      (z * (z ^ 2 - 4 * (t : ℂ) ^ 2)) • (1 : Matrix (Fin 4) (Fin 4) ℂ) := by
    rw [hA]
    ext i j
    fin_cases i <;> fin_cases j <;>
      simp [Matrix.mul_apply, Fin.sum_univ_four,
        -mul_eq_mul_left_iff, -mul_eq_mul_right_iff, -mul_eq_zero] <;> ring
  have h := congrArg (fun X => (z * (z ^ 2 - 4 * (t : ℂ) ^ 2))⁻¹ • X) hM
  simp only [smul_smul, inv_mul_cancel₀ (mul_ne_zero hz hs), one_smul] at h
  rw [← Matrix.mul_smul] at h
  -- `z` minus the hybridization as a single fraction
  have hX : 2 * (t : ℂ) ^ 2 * z / (z ^ 2 - 2 * (t : ℂ) ^ 2) * (z ^ 2 - 2 * (t : ℂ) ^ 2) =
      2 * (t : ℂ) ^ 2 * z := by field_simp
  have hW : z - hyb t z =
      z * (z ^ 2 - 4 * (t : ℂ) ^ 2) / (z ^ 2 - 2 * (t : ℂ) ^ 2) := by
    rw [(hybridization_closed_forms t z hz hp).2.1, eq_div_iff hq]
    linear_combination -hX
  rw [Matrix.inv_eq_right_inv h, hW]
  have key : ∀ a b : ℂ, a ≠ 0 → b ≠ 0 → a⁻¹ * b * (a / b) = 1 := by
    intro a b ha hb
    field_simp
  exact key _ _ (mul_ne_zero hz hs) hq
```

Here `0 0` selects the entry of the ring resolvent at site 0; call it g(z). The theorem says g(z)(z − Δ(z)) = 1, which is the defining property of a hybridization. The extra hypothesis `hr` excludes the ring eigenvalues ±2t.

The usual argument eliminates the cavity. Let (g, y) be column 0 of the ring resolvent, with y its part on the cavity. The cavity equations read (z − H_c)y = V g, so y = G V g. The equation at site 0 is z g − Σᵢ conj(Vᵢ) yᵢ = 1, which becomes (z − Δ)g = 1.

Lean takes a more explicit route. It verifies the inverse of the 4×4 matrix, which gives

g(z) = (z² − 2t²)/(z(z² − 4t²)),

and computes from the closed form of Δ

z − Δ(z) = z(z² − 4t²)/(z² − 2t²).

The product is 1, which is the step named `key`.

## Half the exact bath, plus t²/z

```lean
/-- For `z ≠ 0` and `z² ≠ 2t²`, the truncated hybridization is half the exact one plus
`t²/z`, written here after multiplication by `z`. -/
theorem truncation_splits (t : ℝ) (z : ℂ) (hz : z ≠ 0) (hp : z ^ 2 ≠ 2 * (t : ℂ) ^ 2) :
    z * diagHyb t z = (t : ℂ) ^ 2 + z * hyb t z / 2 := by
  have hq : z ^ 2 - 2 * (t : ℂ) ^ 2 ≠ 0 := sub_ne_zero.mpr hp
  obtain ⟨-, h1, h2⟩ := hybridization_closed_forms t z hz hp
  rw [h1, h2]
  field_simp
  ring
```

Write 2(z² − t²) = (z² − 2t²) + z². Then

z Δ_diag = t² + t² z²/(z² − 2t²) = t² + z Δ/2.

Dividing by z gives Δ_diag = Δ/2 + t²/z. The truncation halves the exact hybridization and adds a bath level at zero energy. Lean inserts both closed forms and again uses `field_simp` and `ring`.

## The behaviour at zero energy

```lean
/-- For nonzero hopping, as `z → 0` the exact hybridization tends to zero, whereas `z` times
the truncated one tends to the residue `t²` and the truncated one has no finite limit. -/
theorem spurious_zero_energy_pole (t : ℝ) (ht : t ≠ 0) :
    Tendsto (hyb t) (𝓝[≠] 0) (𝓝 0) ∧
    Tendsto (fun z => z * diagHyb t z) (𝓝[≠] 0) (𝓝 ((t : ℂ) ^ 2)) ∧
    ¬ ∃ L : ℂ, Tendsto (diagHyb t) (𝓝[≠] 0) (𝓝 L) := by
  have h1 : ∀ᶠ z : ℂ in 𝓝[≠] 0, z ≠ 0 := self_mem_nhdsWithin
  have h2 : ∀ᶠ z : ℂ in 𝓝 0, z ^ 2 ≠ 2 * (t : ℂ) ^ 2 :=
    (continuous_pow 2).continuousAt.eventually_ne (by simp [ht])
  have h3 := h2.filter_mono (nhdsWithin_le_nhds (s := {(0 : ℂ)}ᶜ))
  have hid : Tendsto (fun z : ℂ => z) (𝓝[≠] 0) (𝓝 0) :=
    tendsto_id.mono_left nhdsWithin_le_nhds
  -- the exact closed form is continuous at zero energy
  have hc : ContinuousAt
      (fun z : ℂ => 2 * (t : ℂ) ^ 2 * z / (z ^ 2 - 2 * (t : ℂ) ^ 2)) 0 :=
    ContinuousAt.div (by fun_prop) (by fun_prop) (by simp [ht])
  have hc' : Tendsto (fun z : ℂ => 2 * (t : ℂ) ^ 2 * z / (z ^ 2 - 2 * (t : ℂ) ^ 2))
      (𝓝 0) (𝓝 (2 * (t : ℂ) ^ 2 * 0 / (0 ^ 2 - 2 * (t : ℂ) ^ 2))) := hc
  rw [mul_zero, zero_div] at hc'
  have hex : Tendsto (hyb t) (𝓝[≠] 0) (𝓝 0) := by
    refine (hc'.mono_left nhdsWithin_le_nhds).congr' ?_
    filter_upwards [h1, h3] with z hz hp
    exact (hybridization_closed_forms t z hz hp).2.1.symm
  have hres : Tendsto (fun z => z * diagHyb t z) (𝓝[≠] 0) (𝓝 ((t : ℂ) ^ 2)) := by
    have h := ((hid.mul hex).div_const 2).const_add ((t : ℂ) ^ 2)
    rw [mul_zero, zero_div, add_zero] at h
    refine h.congr' ?_
    filter_upwards [h1, h3] with z hz hp
    exact (truncation_splits t z hz hp).symm
  refine ⟨hex, hres, ?_⟩
  -- a finite limit would force the residue to vanish
  rintro ⟨L, hL⟩
  have h := tendsto_nhds_unique hres (hid.mul hL)
  exact ht (by simpa using h)

end

end FourSiteRingCavity
```

`Tendsto f (𝓝[≠] 0) (𝓝 a)` means that f(z) → a as z → 0 through nonzero complex values. For t ≠ 0 the theorem makes three statements: Δ(z) → 0, z Δ_diag(z) → t², and Δ_diag has no finite limit. Since Δ_diag is a rational function near zero, the second statement identifies a simple pole with residue t².

For the first limit, the denominator z² − 2t² tends to −2t² ≠ 0 while the numerator 2t² z vanishes. The closed form was proved only away from the cavity poles, but every sufficiently small nonzero z qualifies. `filter_upwards` collects these conditions, and `congr'` carries the limit over to `hyb`. The second limit follows from z Δ_diag = t² + z Δ/2, whose last term vanishes. For the third statement, suppose Δ_diag → L. Then z Δ_diag → 0 · L = 0, and uniqueness of limits (`tendsto_nhds_unique`) gives t² = 0, a contradiction.

The cavity eigenvectors show where the level comes from. The zero-energy state of the chain is (1, 0, −1)/√2, and its hopping amplitude to site 0 is t(1 − 1)/√2 = 0: the two ends interfere destructively, and the exact bath does not contain this state. The truncation adds the squared amplitudes t²/2 + t²/2 = t² instead, and the interference is lost.

At t = 0 the ring falls apart into four isolated sites. Both closed forms are then zero for z ≠ 0, and the first two limits still hold with value 0. The third statement fails, because Δ_diag then has the finite limit 0.

The cavity construction of dynamical mean-field theory uses the same double sum for the bath of a site. Keeping only the site-diagonal terms is exact on a tree with nearest-neighbour hopping; on this non-interacting four-site ring it produces a false bath level at zero energy. The step to an interacting lattice, where G is the propagator of a correlated cavity, is left open by these theorems.

```lean
#print axioms FourSiteRingCavity.ring_local_propagator
#print axioms FourSiteRingCavity.spurious_zero_energy_pole
```

```
'FourSiteRingCavity.ring_local_propagator' depends on axioms: [propext, Classical.choice, Quot.sound]
'FourSiteRingCavity.spurious_zero_energy_pole' depends on axioms: [propext, Classical.choice, Quot.sound]
```
